# Superfluid fraction of one particle in a two-dimensional harmonic trap

The three lowest states of an isotropic oscillator already show how a cold particle stops responding to rotation. Let $a$ and $b$ count the quanta of its two circular modes, so that the angular momentum is $L=a-b$ and the energy is $w(a+b+1)$, with $w$ the trap frequency and $\hbar=k_B=1$. The ground state $(0,0)$ has $L=0$; the states $(1,0)$ and $(0,1)$ have $L=\pm1$. At inverse temperature $\beta$, with $q=e^{-\beta w}$, these three alone give

$$\langle L^2\rangle\approx\frac{2q}{1+2q}.$$

The quantum moment of inertia $\beta\langle L^2\rangle$ therefore dies out on cooling. The classical one is that of a rigid body with the particle's quantum thermal density; it equals $\langle a+b+1\rangle/w$ and stays above $1/w$ because of zero-point motion. With all states included, their ratio is exactly $\beta w/\sinh(\beta w)$ for $\beta,w>0$.

The missing inertia defines a superfluid fraction, here for a single non-interacting particle, so neither particle exchange nor a phase transition is involved. For that one-particle system, the formula gives path-integral Monte Carlo codes an exact value for testing the projected-area estimator of the superfluid fraction, provided that the estimator is normalised by the same classical inertia.

```lean
import Mathlib

open Filter Topology

namespace RotatingOscillator

noncomputable section
```

## States, weights and two moments of inertia

A state is a pair of natural numbers, `s : ℕ × ℕ`, with `s.1` $=a$ and `s.2` $=b$. The spectrum is taken as given, not derived from a Hamiltonian operator. The angular momentum is $a-b$.

```lean
/-- Angular momentum `a - b` of the state `(a, b)`, in units of ħ. -/
def angMom (s : ℕ × ℕ) : ℝ := (s.1 : ℝ) - s.2
```

The energy in units of $w$ is $a+b+1$, where the 1 is the zero-point energy of the two modes.

```lean
/-- Energy `a + b + 1` of the state `(a, b)`, in units of the oscillator quantum. -/
def quanta (s : ℕ × ℕ) : ℝ := (s.1 : ℝ) + s.2 + 1
```

In a frame rotating at angular velocity $\Omega$, the energy $H$ is replaced by $H-\Omega L$, and the weight is $e^{-\beta[w(a+b+1)-\Omega(a-b)]}$.

```lean
/-- Boltzmann weight of a state in a frame rotating at angular velocity `Ω`. -/
def boltzmann (β w Ω : ℝ) (s : ℕ × ℕ) : ℝ :=
  Real.exp (-β * (w * quanta s - Ω * angMom s))
```

A thermal average is a quotient of two infinite sums, written `∑'`. It is used for $|\Omega|<w$, where the trap still holds the particle against the centrifugal force.

```lean
/-- Thermal average of an observable diagonal in the states `(a, b)`,
for `β > 0` and `|Ω| < w`. -/
def average (β w Ω : ℝ) (f : ℕ × ℕ → ℝ) : ℝ :=
  (∑' s, f s * boltzmann β w Ω s) / ∑' s, boltzmann β w Ω s
```

The quantum inertia is $I_q=\beta\langle L^2\rangle$ at $\Omega=0$. That this measures the response to rotation is proved below.

```lean
/-- Quantum moment of inertia: `β` times the mean square angular momentum at rest. -/
def quantumInertia (β w : ℝ) : ℝ := β * average β w 0 (fun s => angMom s ^ 2)
```

The classical inertia is that of a rigid body with the particle's thermal density, $I_c=m\langle R^2\rangle$, where $m$ is the particle's mass and $R$ its distance from the trap centre. By the virial theorem half of the energy is potential, $\tfrac12mw^2\langle R^2\rangle=\tfrac12w\langle a+b+1\rangle$, hence $I_c=\langle a+b+1\rangle/w$. The code takes this last expression as its definition.

```lean
/-- Classical moment of inertia: the thermal average of `(a + b + 1) / w` at rest,
for `β, w > 0`. -/
def classicalInertia (β w : ℝ) : ℝ := average β w 0 quanta / w
```

The superfluid fraction is $1-I_q/I_c$.

```lean
/-- Superfluid fraction: one minus the ratio of quantum to classical inertia,
for `β, w > 0`. -/
def superfluidFraction (β w : ℝ) : ℝ := 1 - quantumInertia β w / classicalInertia β w
```

## Sums over one mode and over two

For $0\le q<1$, the first two moments of the geometric weights are
$$S_0=\sum_n q^n=\frac1{1-q},\qquad S_1=\sum_n nq^n=\frac q{(1-q)^2},$$
both available in Mathlib. For the next one, write $n^2=2\binom{n+2}{2}-3n-2$ and use $\sum_n\binom{n+2}{2}q^n=(1-q)^{-3}$:
$$S_2=\sum_n n^2q^n=\frac{2-3q(1-q)-2(1-q)^2}{(1-q)^3}=\frac{q(1+q)}{(1-q)^3}.$$
`HasSum` says that the series converges to the stated value.

```lean
/-- Second moment of the geometric weights `q ^ n` of a single oscillator mode. -/
theorem hasSum_sq_geometric {q : ℝ} (h0 : 0 ≤ q) (h1 : q < 1) :
    HasSum (fun n : ℕ => (n : ℝ) ^ 2 * q ^ n) (q * (1 + q) / (1 - q) ^ 3) := by
  have hq : ‖q‖ < 1 := by rwa [Real.norm_of_nonneg h0]
  have hne : 1 - q ≠ 0 := (sub_pos.mpr h1).ne'
  have hc : ∀ n : ℕ, (((n + 2).choose 2 : ℕ) : ℝ) = ((n : ℝ) + 2) * (n + 1) / 2 := by
    intro n
    rw [Nat.cast_choose_two]
    push_cast
    ring
  -- n² = 2 C(n+2, 2) - 3 n - 2
  have h := (((hasSum_choose_mul_geometric_of_norm_lt_one 2 hq).mul_left 2).sub
    ((hasSum_coe_mul_geometric_of_norm_lt_one hq).mul_left 3)).sub
    ((hasSum_geometric_of_lt_one h0 h1).mul_left 2)
  have hf : (fun n : ℕ => (n : ℝ) ^ 2 * q ^ n) = fun n : ℕ =>
      2 * (((n + 2).choose 2 : ℕ) * q ^ n) - 3 * ((n : ℝ) * q ^ n) - 2 * q ^ n := by
    funext n
    rw [hc]
    ring
  have hv : q * (1 + q) / (1 - q) ^ 3 =
      2 * (1 / (1 - q) ^ (2 + 1)) - 3 * (q / (1 - q) ^ 2) - 2 * (1 - q)⁻¹ := by
    field_simp
    ring
  rw [hf, hv]
  exact h
```

For nonnegative terms, a double sum of products is the product of the sums, $\sum_{a,b}f(a)g(b)=\sum_af(a)\,\sum_bg(b)$.

```lean
/-- Sums of nonnegative terms over two independent modes factorise. -/
theorem hasSum_modes {f g : ℕ → ℝ} {x y : ℝ} (hf : HasSum f x) (hg : HasSum g y)
    (hf0 : ∀ n, 0 ≤ f n) (hg0 : ∀ n, 0 ≤ g n) :
    HasSum (fun s : ℕ × ℕ => f s.1 * g s.2) (x * y) :=
  hf.mul hg (hf.summable.mul_of_nonneg hg.summable hf0 hg0)
```

The exponent separates, since $w(a+b+1)-\Omega(a-b)=w+(w-\Omega)a+(w+\Omega)b$. With $p=e^{-\beta(w-\Omega)}$ and $r=e^{-\beta(w+\Omega)}$, the weight is $e^{-\beta w}p^ar^b$.

```lean
/-- The Boltzmann weight is a zero-point factor times one geometric weight per mode, with
level spacings `w - Ω` and `w + Ω`. -/
theorem boltzmann_factor (β w Ω : ℝ) (s : ℕ × ℕ) :
    boltzmann β w Ω s = Real.exp (-(β * w)) *
      (Real.exp (-(β * (w - Ω))) ^ s.1 * Real.exp (-(β * (w + Ω))) ^ s.2) := by
  rw [← Real.exp_nat_mul, ← Real.exp_nat_mul, ← Real.exp_add, ← Real.exp_add]
  unfold boltzmann quanta angMom
  congr 1
  ring
```

For $|\Omega|<w$ both $p$ and $r$ are below 1. The zero-point factor cancels in the quotient, and the partition sum contributes $1/[(1-p)(1-r)]$. Thus
$$\langle f\rangle=T(1-p)(1-r),\qquad T=\sum_{a,b}f(a,b)\,p^ar^b.$$
In the lemma, `g` is the summand of $T$, and `hT` supplies its convergence.

```lean
/-- A thermal average is the sum over the two geometric weights, divided by the product of
the two single-mode partition sums. -/
theorem average_eq {β w Ω T : ℝ} {f g : ℕ × ℕ → ℝ} (hβ : 0 < β) (hΩ : |Ω| < w)
    (hT : HasSum g T) (hg : ∀ s, g s = f s *
      (Real.exp (-(β * (w - Ω))) ^ s.1 * Real.exp (-(β * (w + Ω))) ^ s.2)) :
    average β w Ω f =
      T * ((1 - Real.exp (-(β * (w - Ω)))) * (1 - Real.exp (-(β * (w + Ω))))) := by
  obtain ⟨h1, h2⟩ := abs_lt.mp hΩ
  have hp : Real.exp (-(β * (w - Ω))) < 1 :=
    Real.exp_lt_one_iff.mpr (neg_neg_of_pos (mul_pos hβ (by linarith)))
  have hr : Real.exp (-(β * (w + Ω))) < 1 :=
    Real.exp_lt_one_iff.mpr (neg_neg_of_pos (mul_pos hβ (by linarith)))
  have hZ := (hasSum_modes (hasSum_geometric_of_lt_one (Real.exp_pos _).le hp)
    (hasSum_geometric_of_lt_one (Real.exp_pos _).le hr)
    (fun n => pow_nonneg (Real.exp_pos _).le n)
    (fun n => pow_nonneg (Real.exp_pos _).le n)).mul_left (Real.exp (-(β * w)))
  have hN := hT.mul_left (Real.exp (-(β * w)))
  unfold average
  rw [tsum_congr (fun s => boltzmann_factor β w Ω s), hZ.tsum_eq,
    tsum_congr (fun s => show f s * boltzmann β w Ω s = Real.exp (-(β * w)) * g s by
      rw [boltzmann_factor, hg]; ring), hN.tsum_eq,
    mul_div_mul_left _ _ (Real.exp_pos _).ne', ← mul_inv, div_inv_eq_mul]
```

## Mean angular momentum under rotation

Inserting $f=a-b$ gives
$$\langle L\rangle=\frac p{1-p}-\frac r{1-r}=\frac1{e^{\beta(w-\Omega)}-1}-\frac1{e^{\beta(w+\Omega)}-1}.$$
These are Bose occupations of vibrational quanta. In the proof, `A` and `B` are the sums for $a$ and $b$; the exponentials are then renamed `E` and `F`, and `field_simp` does the algebra.

```lean
/-- In the rotating frame the mean angular momentum is the difference of two Bose
occupations, with level spacings `w - Ω` and `w + Ω`. -/
theorem average_angMom {β w Ω : ℝ} (hβ : 0 < β) (hΩ : |Ω| < w) :
    average β w Ω angMom =
      1 / (Real.exp (β * (w - Ω)) - 1) - 1 / (Real.exp (β * (w + Ω)) - 1) := by
  obtain ⟨h1, h2⟩ := abs_lt.mp hΩ
  have hx : 0 < β * (w - Ω) := mul_pos hβ (by linarith)
  have hy : 0 < β * (w + Ω) := mul_pos hβ (by linarith)
  have S0 : ∀ x : ℝ, 0 < x → HasSum (fun n : ℕ => Real.exp (-x) ^ n) (1 - Real.exp (-x))⁻¹ :=
    fun x h => hasSum_geometric_of_lt_one (Real.exp_pos _).le
      (Real.exp_lt_one_iff.mpr (neg_neg_of_pos h))
  have S1 : ∀ x : ℝ, 0 < x → HasSum (fun n : ℕ => (n : ℝ) * Real.exp (-x) ^ n)
      (Real.exp (-x) / (1 - Real.exp (-x)) ^ 2) := fun x h =>
    hasSum_coe_mul_geometric_of_norm_lt_one (by
      rw [Real.norm_of_nonneg (Real.exp_pos _).le]
      exact Real.exp_lt_one_iff.mpr (neg_neg_of_pos h))
  have A := hasSum_modes (S1 _ hx) (S0 _ hy) (fun n => by positivity) (fun n => by positivity)
  have B := hasSum_modes (S0 _ hx) (S1 _ hy) (fun n => by positivity) (fun n => by positivity)
  rw [average_eq hβ hΩ (A.sub B) (fun s => by simp only [angMom]; ring),
    Real.exp_neg, Real.exp_neg]
  have hE := Real.one_lt_exp_iff.mpr hx
  have hF := Real.one_lt_exp_iff.mpr hy
  generalize Real.exp (β * (w - Ω)) = E at hE ⊢
  generalize Real.exp (β * (w + Ω)) = F at hF ⊢
  have e0 : E ≠ 0 := by linarith
  have f0 : F ≠ 0 := by linarith
  have e1 : E - 1 ≠ 0 := (sub_pos.mpr hE).ne'
  have f1 : F - 1 ≠ 0 := (sub_pos.mpr hF).ne'
  rw [show 1 - E⁻¹ = (E - 1) / E by rw [sub_div, div_self e0, one_div],
    show 1 - F⁻¹ = (F - 1) / F by rw [sub_div, div_self f0, one_div]]
  field_simp
```

At rest $p=r=q$. Set $E=e^{\beta w}=1/q$. Expanding the square,
$$\langle L^2\rangle=(2S_2S_0-2S_1^2)(1-q)^2=\frac{2q}{(1-q)^2}=\frac{2E}{(E-1)^2},$$
$$\langle a+b+1\rangle=\frac{2q}{1-q}+1=\frac{E+1}{E-1}.$$

```lean
/-- Mean square angular momentum and mean energy (in oscillator quanta) at rest. -/
theorem average_at_rest {β w : ℝ} (hβ : 0 < β) (hw : 0 < w) :
    average β w 0 (fun s => angMom s ^ 2) =
        2 * Real.exp (β * w) / (Real.exp (β * w) - 1) ^ 2 ∧
      average β w 0 quanta = (Real.exp (β * w) + 1) / (Real.exp (β * w) - 1) := by
  have hx : 0 < β * w := mul_pos hβ hw
  have hΩ : |(0 : ℝ)| < w := by rwa [abs_zero]
  have hq0 := (Real.exp_pos (-(β * w))).le
  have hq : Real.exp (-(β * w)) < 1 := Real.exp_lt_one_iff.mpr (neg_neg_of_pos hx)
  have S0 := hasSum_geometric_of_lt_one hq0 hq
  have S1 := hasSum_coe_mul_geometric_of_norm_lt_one
    (show ‖Real.exp (-(β * w))‖ < 1 by rwa [Real.norm_of_nonneg hq0])
  have S2 := hasSum_sq_geometric hq0 hq
  have p0 : ∀ n : ℕ, 0 ≤ Real.exp (-(β * w)) ^ n := fun n => by positivity
  have p1 : ∀ n : ℕ, 0 ≤ (n : ℝ) * Real.exp (-(β * w)) ^ n := fun n => by positivity
  have p2 : ∀ n : ℕ, 0 ≤ (n : ℝ) ^ 2 * Real.exp (-(β * w)) ^ n := fun n => by positivity
  -- expand (a - b)² and a + b + 1 into products of single-mode moments
  have A := ((hasSum_modes S2 S0 p2 p0).add (hasSum_modes S0 S2 p0 p2)).sub
    ((hasSum_modes S1 S1 p1 p1).mul_left 2)
  have B := ((hasSum_modes S1 S0 p1 p0).add (hasSum_modes S0 S1 p0 p1)).add
    (hasSum_modes S0 S0 p0 p0)
  rw [average_eq hβ hΩ A (fun s => by simp only [angMom, sub_zero, add_zero]; ring),
    average_eq hβ hΩ B (fun s => by simp only [quanta, sub_zero, add_zero]; ring)]
  simp only [sub_zero, add_zero, Real.exp_neg]
  have hE := Real.one_lt_exp_iff.mpr hx
  generalize Real.exp (β * w) = E at hE ⊢
  have e0 : E ≠ 0 := by linarith
  have e1 : E - 1 ≠ 0 := (sub_pos.mpr hE).ne'
  rw [show 1 - E⁻¹ = (E - 1) / E by rw [sub_div, div_self e0, one_div]]
  constructor
  · field_simp
    ring
  · field_simp
    ring
```

Differentiating $\langle L\rangle$ at $\Omega=0$, each occupation contributes $\beta E/(E-1)^2$, so
$$\left.\frac{d\langle L\rangle}{d\Omega}\right|_{0}=\frac{2\beta E}{(E-1)^2}=\beta\langle L^2\rangle=I_q.$$
The occupation formula holds only for $|\Omega|<w$, but a derivative needs only a neighbourhood of zero; `congr_of_eventuallyEq` makes that transfer.

```lean
/-- The quantum moment of inertia is the linear response of the mean angular momentum to
a slow rotation. -/
theorem hasDerivAt_average_angMom {β w : ℝ} (hβ : 0 < β) (hw : 0 < w) :
    HasDerivAt (fun Ω => average β w Ω angMom) (quantumInertia β w) 0 := by
  have hE : Real.exp (β * w) - 1 ≠ 0 :=
    (sub_pos.mpr (Real.one_lt_exp_iff.mpr (mul_pos hβ hw))).ne'
  have h1 : HasDerivAt (fun Ω : ℝ => Real.exp (β * (w - Ω)) - 1)
      (Real.exp (β * (w - 0)) * (β * (-1))) 0 :=
    (((hasDerivAt_id' (0 : ℝ)).const_sub w).const_mul β).exp.sub_const 1
  have h2 : HasDerivAt (fun Ω : ℝ => Real.exp (β * (w + Ω)) - 1)
      (Real.exp (β * (w + 0)) * (β * 1)) 0 :=
    (((hasDerivAt_id' (0 : ℝ)).const_add w).const_mul β).exp.sub_const 1
  have h := ((hasDerivAt_const (0 : ℝ) (1 : ℝ)).fun_div h1
    (by simpa only [sub_zero] using hE)).fun_sub
    ((hasDerivAt_const (0 : ℝ) (1 : ℝ)).fun_div h2 (by simpa only [add_zero] using hE))
  have hev : (fun Ω => average β w Ω angMom) =ᶠ[𝓝 0] fun Ω =>
      1 / (Real.exp (β * (w - Ω)) - 1) - 1 / (Real.exp (β * (w + Ω)) - 1) := by
    filter_upwards [Ioo_mem_nhds (neg_lt_zero.2 hw) hw] with Ω hΩ
    exact average_angMom hβ (abs_lt.2 hΩ)
  refine (h.congr_of_eventuallyEq hev).congr_deriv ?_
  rw [quantumInertia, (average_at_rest hβ hw).1]
  simp only [sub_zero, add_zero]
  ring
```

## The ratio and its bounds

Dividing the two inertias,
$$\frac{I_q}{I_c}=\frac{2\beta wE}{(E-1)(E+1)}=\frac{2\beta w}{E-E^{-1}}=\frac{\beta w}{\sinh(\beta w)}.$$
The step `key` is the factorisation of $E-E^{-1}$.

```lean
/-- The ratio of quantum to classical moment of inertia is `βw / sinh(βw)`. -/
theorem inertia_ratio {β w : ℝ} (hβ : 0 < β) (hw : 0 < w) :
    quantumInertia β w / classicalInertia β w = β * w / Real.sinh (β * w) := by
  rw [quantumInertia, classicalInertia, (average_at_rest hβ hw).1,
    (average_at_rest hβ hw).2, Real.sinh_eq, Real.exp_neg]
  have hE := Real.one_lt_exp_iff.mpr (mul_pos hβ hw)
  generalize Real.exp (β * w) = E at hE ⊢
  have e0 : E ≠ 0 := by linarith
  have e1 : E - 1 ≠ 0 := (sub_pos.mpr hE).ne'
  have e2 : E + 1 ≠ 0 := by linarith
  have key : E - E⁻¹ = (E - 1) * (E + 1) / E := by
    rw [eq_div_iff e0, sub_mul, inv_mul_cancel₀ e0]
    ring
  rw [key]
  field_simp
```

Take $E=2$, that is $\beta w=\ln2\approx0.693$. Then $\langle L^2\rangle=4$ and $\langle a+b+1\rangle=3$, so the ratio is $\tfrac43\ln2\approx0.924$. This agrees with $\sinh(\ln2)=\tfrac34$, and the superfluid fraction is about $0.076$.

A different model would use the equipartition value $I_c=2/(\beta w^2)$, which omits zero-point motion. The ratio would become $\left[\tfrac{\beta w}{2}/\sinh\tfrac{\beta w}{2}\right]^2$, with the same two limits but different values in between; this variant is worked out in prose only.

For $x=\beta w>0$ we have $0<x<\sinh x$, so $x/\sinh x$ lies strictly between 0 and 1, and so does the superfluid fraction.

```lean
/-- At every positive temperature the superfluid fraction lies strictly between 0 and 1. -/
theorem superfluidFraction_mem_Ioo {β w : ℝ} (hβ : 0 < β) (hw : 0 < w) :
    superfluidFraction β w ∈ Set.Ioo (0 : ℝ) 1 := by
  have hx : 0 < β * w := mul_pos hβ hw
  have hlt : β * w < Real.sinh (β * w) := Real.self_lt_sinh_iff.mpr hx
  have hs : 0 < Real.sinh (β * w) := hx.trans hlt
  rw [superfluidFraction, inertia_ratio hβ hw]
  exact ⟨sub_pos.mpr ((div_lt_one hs).mpr hlt), sub_lt_self _ (div_pos hx hs)⟩
```

Now fix $w>0$. As $\beta\to0^+$, $x\to0$ and $\sinh x/x$ tends to the slope of $\sinh$ at the origin, which is 1; the fraction tends to 0. For $x\ge1$ we have $e^{-x}\le\tfrac12$, hence
$$e^{-x}\sinh x=\tfrac12(1-e^{-2x})\ge\tfrac38>\tfrac14,\qquad 0<\frac x{\sinh x}\le4xe^{-x}\to0.$$
The fraction therefore tends to 1 as $\beta\to\infty$. In Lean, `𝓝[>] 0` is the approach to zero from above, `atTop` is $\beta\to\infty$, and `squeeze_zero'` applies the last bound.

```lean
/-- The superfluid fraction tends to 0 at high temperature and to 1 at low temperature. -/
theorem superfluidFraction_limits {w : ℝ} (hw : 0 < w) :
    Tendsto (fun β => superfluidFraction β w) (𝓝[>] 0) (𝓝 0) ∧
      Tendsto (fun β => superfluidFraction β w) atTop (𝓝 1) := by
  have heq : ∀ β : ℝ, 0 < β →
      1 - β * w / Real.sinh (β * w) = superfluidFraction β w := fun β hβ => by
    rw [superfluidFraction, inertia_ratio hβ hw]
  constructor
  · -- sinh x / x tends to the slope of sinh at the origin
    have hs : Tendsto (fun t : ℝ => Real.sinh t / t) (𝓝[≠] 0) (𝓝 1) := by
      have h := hasDerivAt_iff_tendsto_slope_zero.mp (Real.hasDerivAt_sinh 0)
      simpa [div_eq_inv_mul] using h
    have hm : Tendsto (fun β : ℝ => β * w) (𝓝[>] 0) (𝓝[≠] 0) := by
      refine tendsto_nhdsWithin_iff.2 ⟨?_, ?_⟩
      · have h : Tendsto (fun β : ℝ => β * w) (𝓝 0) (𝓝 (0 * w)) :=
          tendsto_id.mul_const w
        rw [zero_mul] at h
        exact h.mono_left nhdsWithin_le_nhds
      · filter_upwards [self_mem_nhdsWithin] with β hβ
        exact (mul_pos hβ hw).ne'
    have h := ((hs.inv₀ one_ne_zero).comp hm).const_sub 1
    rw [inv_one, sub_self] at h
    refine h.congr' ?_
    filter_upwards [self_mem_nhdsWithin] with β hβ
    rw [← heq β hβ, Function.comp_apply, inv_div]
  · -- for x ≥ 1 the ratio is at most 4 x exp(-x)
    have hx : Tendsto (fun x : ℝ => x / Real.sinh x) atTop (𝓝 0) := by
      have hg := (Real.tendsto_pow_mul_exp_neg_atTop_nhds_zero 1).const_mul 4
      rw [mul_zero] at hg
      refine squeeze_zero' ?_ ?_ hg
      · filter_upwards [eventually_ge_atTop (1 : ℝ)] with x h1
        have h0 : 0 < x := by linarith
        exact (div_pos h0 (Real.sinh_pos_iff.mpr h0)).le
      · filter_upwards [eventually_ge_atTop (1 : ℝ)] with x h1
        have h0 : 0 < x := by linarith
        have he : 2 ≤ Real.exp x := by linarith [Real.add_one_le_exp x]
        have hp := Real.exp_pos (-x)
        have hm : Real.exp x * Real.exp (-x) = 1 := by
          rw [← Real.exp_add, add_neg_cancel, Real.exp_zero]
        have hh : Real.exp (-x) ≤ 1 / 2 := by nlinarith
        have k : 1 ≤ 4 * (Real.exp (-x) * Real.sinh x) := by
          rw [Real.sinh_eq]
          nlinarith
        rw [div_le_iff₀ (Real.sinh_pos_iff.mpr h0), pow_one]
        nlinarith [mul_le_mul_of_nonneg_left k h0.le]
    have h := (hx.comp (tendsto_id.atTop_mul_const hw)).const_sub 1
    rw [sub_zero] at h
    refine h.congr' ?_
    filter_upwards [eventually_gt_atTop (0 : ℝ)] with β hβ
    exact heq β hβ

end

end RotatingOscillator
```

```lean
#print axioms RotatingOscillator.hasDerivAt_average_angMom
#print axioms RotatingOscillator.superfluidFraction_mem_Ioo
#print axioms RotatingOscillator.superfluidFraction_limits
```

```
'RotatingOscillator.hasDerivAt_average_angMom' depends on axioms: [propext, Classical.choice, Quot.sound]
'RotatingOscillator.superfluidFraction_mem_Ioo' depends on axioms: [propext, Classical.choice, Quot.sound]
'RotatingOscillator.superfluidFraction_limits' depends on axioms: [propext, Classical.choice, Quot.sound]
```
